# Positive-diagonal QR of an invertible complex matrix is unique, and its unitary factor follows left rotations

To sample a scattering matrix for a chaotic cavity with ideal contacts and no time-reversal symmetry, I fill an $n\times n$ array with independent standard complex Gaussian numbers (real and imaginary parts independent, with mean zero and the same variance throughout), call a QR routine, and multiply each column of $Q$ by the phase of the matching diagonal entry of $R$. The result is supposed to be Haar distributed on the unitary group.

The argument I know says that the corrected factorisation $A=QR$, with $R$ upper triangular and its diagonal real and positive, is unique for invertible $A$. Hence $Q(UA)=U\,Q(A)$ for every unitary $U$, and a Gaussian matrix has no preferred left rotation. Can this be made rigorous, with the uniqueness and the equivariance checked by machine?

## Fixing the phases makes Q a function of A

Yes. The positive diagonal removes the whole freedom in QR, and equivariance follows from uniqueness in one line. For the law of $Q(A)$, the checked theorem takes the left invariance of the matrix ensemble as a hypothesis.

### Gram–Schmidt supplies the factors

Number rows and columns from $0$ to $n-1$, and let $a_j$ be column $j$ of $A$, so that $(a_j)_k=A_{kj}$. If $\sum_j g_j a_j=0$, then $Ag=0$ and $g=A^{-1}Ag=0$, so the columns are linearly independent. With an inner product that is conjugate-linear in its first argument, set

$$v_j=a_j-\sum_{k<j}\frac{\langle v_k,a_j\rangle}{\|v_k\|^2}\,v_k,\qquad b_j=\frac{v_j}{\|v_j\|}.$$

Independence guarantees $v_j\neq0$. The $b_j$ are orthonormal. For $j<i$, the vector $a_j$ lies in the span of $v_0,\dots,v_j$, so $\langle b_i,a_j\rangle=0$. On the diagonal, $a_i$ is $v_i$ plus vectors orthogonal to $v_i$, which gives $\langle v_i,a_i\rangle=\|v_i\|^2$ and therefore $\langle b_i,a_i\rangle=\|v_i\|>0$.

Let $Q$ have columns $b_i$ and put $R=Q^\dagger A$. Then $Q^\dagger Q=1$, and since $Q$ is square, $QQ^\dagger=1$ as well. The entries $R_{ij}=\langle b_i,a_j\rangle$ are upper triangular with positive diagonal, and $QR=QQ^\dagger A=A$.

### The only freedom is one phase per column

First, suppose $DR=R'$, where $R$ and $R'$ are upper triangular and $R$ has no zero on its diagonal. Then $D$ is upper triangular. To see this, fix $i$ and go through the columns $j<i$ in increasing order:

$$0=R'_{ij}=\sum_{k<j}D_{ik}R_{kj}+D_{ij}R_{jj}+\sum_{k>j}D_{ik}R_{kj}.$$

The first sum vanishes because the earlier entries $D_{ik}$ are already known to be zero, and the last because $R_{kj}=0$ for $k>j$. Hence $D_{ij}R_{jj}=0$, and so $D_{ij}=0$.

Now let $QR=Q'R'$ be two QR factorisations with nonzero diagonals in $R$ and $R'$, and set $D=Q'^\dagger Q$. Then

$$DR=R',\qquad D^\dagger D=1,\qquad D^\dagger R'=R.$$

By the previous step both $D$ and $D^\dagger$ are upper triangular, so $D=\mathrm{diag}(d_0,\dots,d_{n-1})$, and unitarity gives $|d_i|=1$. Thus $Q=Q'D$ and $R'=DR$.

If both diagonals are positive, take moduli in $R'_{ii}=d_iR_{ii}$. This gives $R'_{ii}=R_{ii}$, hence $d_i=1$ for every $i$, and the two factorisations coincide.

### Left rotation passes to the unitary factor

If $A=QR$ is the positive-diagonal factorisation, then $UA=(UQ)R$ is one too: $UQ$ is unitary and $R$ has not changed. Uniqueness gives $Q(UA)=U\,Q(A)$.

Let $\mu$ be a law on invertible matrices that is invariant under $A\mapsto UA$. For a set $S$ of unitaries, write $T=\{B: Q(B)\in S\}$. Then

$$\mu\{A:U\,Q(A)\in S\}=\mu\{A:UA\in T\}=\mu(T)=\mu\{A:Q(A)\in S\}.$$

The case $n=1$ shows what the correction does. A nonzero number $z$ factors as $Q=z/|z|$, $R=|z|$, and rotating $z$ by $e^{i\theta}$ rotates $Q$ by the same phase. Without the convention, $Q=1$, $R=z$ is an equally valid QR factorisation, and a routine that always returned it would produce no random phase at all.

### The Lean file

```lean
import Mathlib

open Matrix InnerProductSpace MeasureTheory

namespace PhaseCorrectedQR

variable {n : ℕ}

/-- A phase-fixed QR factorisation `A = Q R`: `Q` is unitary and `R` is upper triangular
with positive real diagonal. -/
structure IsPhaseFixedQR (A Q R : Matrix (Fin n) (Fin n) ℂ) : Prop where
  unitary : Q ∈ Matrix.unitaryGroup (Fin n) ℂ
  upper : ∀ i j, j < i → R i j = 0
  diag_pos : ∀ i, ∃ r : ℝ, 0 < r ∧ R i i = (r : ℂ)
  factor : A = Q * R

/-- Linearly independent vectors admit an orthonormal frame in which their components form
an upper triangular array with positive diagonal. -/
theorem exists_orthonormal_frame (f : Fin n → EuclideanSpace ℂ (Fin n))
    (hf : LinearIndependent ℂ f) :
    ∃ b : Fin n → EuclideanSpace ℂ (Fin n),
      (∀ i j, inner ℂ (b i) (b j) = if i = j then (1 : ℂ) else 0) ∧
      (∀ i j, j < i → inner ℂ (b i) (f j) = (0 : ℂ)) ∧
      ∀ i, ∃ r : ℝ, 0 < r ∧ inner ℂ (b i) (f i) = (r : ℂ) := by
  have h0 : ∀ i, gramSchmidt ℂ f i ≠ 0 := fun i => gramSchmidt_ne_zero i hf
  have hn : ∀ i, ((‖gramSchmidt ℂ f i‖ : ℝ) : ℂ) ≠ 0 := fun i =>
    Complex.ofReal_ne_zero.mpr (norm_ne_zero_iff.mpr (h0 i))
  have ho : ∀ i j, i ≠ j → inner ℂ (gramSchmidt ℂ f i) (gramSchmidt ℂ f j) = (0 : ℂ) :=
    fun i j h => gramSchmidt_orthogonal ℂ f h
  have hs : ∀ i, inner ℂ (gramSchmidt ℂ f i) (gramSchmidt ℂ f i)
      = ((‖gramSchmidt ℂ f i‖ : ℝ) : ℂ) ^ 2 := fun i => inner_self_eq_norm_sq_to_K _
  -- the overlap with the original vector is the squared length of the orthogonal remainder
  have hd : ∀ i, inner ℂ (gramSchmidt ℂ f i) (f i)
      = ((‖gramSchmidt ℂ f i‖ : ℝ) : ℂ) ^ 2 := by
    intro i
    have e := congrArg (inner ℂ (gramSchmidt ℂ f i)) (gramSchmidt_def'' ℂ f i)
    rw [inner_add_right, inner_sum, Finset.sum_eq_zero, add_zero, hs] at e
    · exact e
    · intro k hk
      rw [inner_smul_right, ho i k (Finset.mem_Iio.mp hk).ne', mul_zero]
  refine ⟨fun i => ((‖gramSchmidt ℂ f i‖ : ℝ) : ℂ)⁻¹ • gramSchmidt ℂ f i, ?_, ?_, ?_⟩
  · intro i j
    by_cases h : i = j
    · subst h
      have := hn i
      rw [inner_smul_left, inner_smul_right, hs, if_pos rfl, map_inv₀, Complex.conj_ofReal]
      field_simp
    · rw [inner_smul_left, inner_smul_right, ho i j h, if_neg h, mul_zero, mul_zero]
  · intro i j h
    have ht : inner ℂ (gramSchmidt ℂ f i) (f j) = (0 : ℂ) :=
      gramSchmidt_inv_triangular ℂ f h
    rw [inner_smul_left, ht, mul_zero]
  · intro i
    refine ⟨‖gramSchmidt ℂ f i‖, norm_pos_iff.mpr (h0 i), ?_⟩
    have := hn i
    rw [inner_smul_left, hd, map_inv₀, Complex.conj_ofReal]
    field_simp

/-- Every invertible complex matrix has a phase-fixed QR factorisation. -/
theorem exists_qr {A : Matrix (Fin n) (Fin n) ℂ} (hA : IsUnit A) :
    ∃ Q R, IsPhaseFixedQR A Q R := by
  -- the columns of an invertible matrix are linearly independent
  have hf : LinearIndependent ℂ (fun j => (WithLp.toLp 2 (fun k => A k j) :
      EuclideanSpace ℂ (Fin n))) := by
    rw [Fintype.linearIndependent_iff]
    intro g hg
    obtain ⟨B, hB⟩ := hA.exists_left_inv
    have hz : A *ᵥ g = 0 := by
      ext i
      have := congrArg (fun v : EuclideanSpace ℂ (Fin n) => v.ofLp i) hg
      simpa [Matrix.mulVec, dotProduct, mul_comm] using this
    have hg0 : g = 0 := by
      calc g = (1 : Matrix (Fin n) (Fin n) ℂ) *ᵥ g := (Matrix.one_mulVec g).symm
        _ = B *ᵥ (A *ᵥ g) := by rw [← hB, Matrix.mulVec_mulVec]
        _ = 0 := by rw [hz, Matrix.mulVec_zero]
    exact fun i => congrFun hg0 i
  obtain ⟨b, hb, hlow, hdiag⟩ := exists_orthonormal_frame _ hf
  -- the frame vectors are the columns of `Q`
  let Q : Matrix (Fin n) (Fin n) ℂ := Matrix.of fun k i => (b i).ofLp k
  have hM : ∀ (M : Matrix (Fin n) (Fin n) ℂ) i j,
      (star Q * M) i j = inner ℂ (b i) (WithLp.toLp 2 (fun k => M k j)) := by
    intro M i j
    simp [Q, Matrix.mul_apply, Matrix.star_apply, PiLp.inner_apply, mul_comm]
  have hQ : star Q * Q = 1 := by
    ext i j
    rw [hM, Matrix.one_apply]
    exact hb i j
  refine ⟨Q, star Q * A, Matrix.mem_unitaryGroup_iff'.mpr hQ,
    fun i j h => by rw [hM]; exact hlow i j h,
    fun i => by rw [hM]; exact hdiag i, ?_⟩
  rw [← mul_assoc, mul_eq_one_comm.mp hQ, one_mul]

/-- A matrix that carries one upper triangular matrix with nonzero diagonal into another
upper triangular matrix is itself upper triangular. -/
theorem upper_of_mul {D R R' : Matrix (Fin n) (Fin n) ℂ} (h : D * R = R')
    (hR : ∀ i j, j < i → R i j = 0) (hR0 : ∀ i, R i i ≠ 0)
    (hR' : ∀ i j, j < i → R' i j = 0) : ∀ i j, j < i → D i j = 0 := by
  intro i j
  induction j using WellFoundedLT.induction with
  | _ j ih =>
    intro hj
    have e : (D * R) i j = 0 := by rw [h]; exact hR' i j hj
    rw [Matrix.mul_apply, Finset.sum_eq_single j] at e
    · exact (mul_eq_zero.mp e).resolve_right (hR0 j)
    · intro k _ hk
      rcases lt_or_gt_of_ne hk with hlt | hgt
      · rw [ih k hlt (hlt.trans hj), zero_mul]
      · rw [hR k j hgt, mul_zero]
    · intro hh
      exact absurd (Finset.mem_univ j) hh

/-- Without a phase convention, two QR factorisations of the same matrix, with nonzero
diagonals in the triangular factors, differ by one phase per column of the unitary factor. -/
theorem qr_phase_freedom {Q Q' R R' : Matrix (Fin n) (Fin n) ℂ}
    (hQ : Q ∈ Matrix.unitaryGroup (Fin n) ℂ) (hQ' : Q' ∈ Matrix.unitaryGroup (Fin n) ℂ)
    (hR : ∀ i j, j < i → R i j = 0) (hR' : ∀ i j, j < i → R' i j = 0)
    (hR0 : ∀ i, R i i ≠ 0) (hR0' : ∀ i, R' i i ≠ 0) (h : Q * R = Q' * R') :
    ∃ d : Fin n → ℂ, (∀ i, ‖d i‖ = 1) ∧
      Q = Q' * Matrix.diagonal d ∧ R' = Matrix.diagonal d * R := by
  have u1 := Matrix.mem_unitaryGroup_iff.mp hQ
  have u2 := Matrix.mem_unitaryGroup_iff'.mp hQ
  have v1 := Matrix.mem_unitaryGroup_iff.mp hQ'
  have v2 := Matrix.mem_unitaryGroup_iff'.mp hQ'
  obtain ⟨D, hD⟩ : ∃ D, D = star Q' * Q := ⟨_, rfl⟩
  have h1 : D * R = R' := by rw [hD, mul_assoc, h, ← mul_assoc, v2, one_mul]
  have hDD : star D * D = 1 := by
    rw [hD, star_mul, star_star, mul_assoc, ← mul_assoc Q', v1, one_mul, u2]
  have h2 : star D * R' = R := by rw [← h1, ← mul_assoc, hDD, one_mul]
  -- both `D` and its adjoint are upper triangular, so `D` is diagonal
  have low := upper_of_mul h1 hR hR0 hR'
  have up := upper_of_mul h2 hR' hR0' hR
  obtain ⟨d, hd⟩ : ∃ d, D = Matrix.diagonal d := by
    refine ⟨fun i => D i i, ?_⟩
    ext i j
    by_cases hij : i = j
    · subst hij
      rw [Matrix.diagonal_apply_eq]
    · rw [Matrix.diagonal_apply_ne _ hij]
      rcases lt_or_gt_of_ne hij with hlt | hgt
      · have e := up j i hlt
        rw [Matrix.star_apply] at e
        exact star_eq_zero.mp e
      · exact low i j hgt
  refine ⟨d, fun i => ?_, ?_, ?_⟩
  · rw [hd, Matrix.star_eq_conjTranspose, Matrix.diagonal_conjTranspose,
      Matrix.diagonal_mul_diagonal] at hDD
    have e := congrFun (congrFun hDD i) i
    rw [Matrix.diagonal_apply_eq, Matrix.one_apply_eq, Pi.star_apply] at e
    have e' := congrArg norm e
    rw [norm_mul, norm_star, norm_one] at e'
    nlinarith [norm_nonneg (d i)]
  · rw [← hd, hD, ← mul_assoc, v1, one_mul]
  · rw [← hd, h1]

/-- The two factors of a phase-fixed QR factorisation are determined by the matrix. -/
theorem IsPhaseFixedQR.unique {A Q R Q' R' : Matrix (Fin n) (Fin n) ℂ}
    (h : IsPhaseFixedQR A Q R) (h' : IsPhaseFixedQR A Q' R') : Q = Q' ∧ R = R' := by
  have ne : ∀ {P S : Matrix (Fin n) (Fin n) ℂ}, IsPhaseFixedQR A P S → ∀ i, S i i ≠ 0 := by
    intro P S hS i
    obtain ⟨r, hr, e⟩ := hS.diag_pos i
    rw [e]
    exact Complex.ofReal_ne_zero.mpr hr.ne'
  obtain ⟨d, hd, hQ, hR⟩ := qr_phase_freedom h.unitary h'.unitary h.upper h'.upper
    (ne h) (ne h') (h.factor.symm.trans h'.factor)
  -- a phase relating two positive numbers equals one
  have d1 : d = fun _ => 1 := by
    funext i
    obtain ⟨r, hr, e⟩ := h.diag_pos i
    obtain ⟨r', hr', e'⟩ := h'.diag_pos i
    have k : (r' : ℂ) = d i * (r : ℂ) := by
      rw [← e, ← e', hR, Matrix.diagonal_mul]
    have kn := congrArg norm k
    rw [norm_mul, hd, one_mul, Complex.norm_of_nonneg hr'.le,
      Complex.norm_of_nonneg hr.le] at kn
    rw [kn] at k
    exact mul_right_cancel₀ (Complex.ofReal_ne_zero.mpr hr.ne') (by rw [one_mul]; exact k.symm)
  rw [d1, Matrix.diagonal_one] at hQ hR
  exact ⟨by rw [hQ, mul_one], by rw [hR, one_mul]⟩

/-- Every invertible complex matrix factors in exactly one way as a unitary matrix times an
upper triangular matrix with positive real diagonal. -/
theorem existsUnique_qr {A : Matrix (Fin n) (Fin n) ℂ} (hA : IsUnit A) :
    ∃! p : Matrix (Fin n) (Fin n) ℂ × Matrix (Fin n) (Fin n) ℂ,
      IsPhaseFixedQR A p.1 p.2 := by
  obtain ⟨Q, R, h⟩ := exists_qr hA
  exact ⟨(Q, R), h, fun p hp => Prod.ext (hp.unique h).1 (hp.unique h).2⟩

/-- The unitary factor `Q(A)` of the phase-fixed QR factorisation of an invertible matrix. -/
noncomputable def qrUnitary (A : (Matrix (Fin n) (Fin n) ℂ)ˣ) :
    Matrix.unitaryGroup (Fin n) ℂ :=
  ⟨(exists_qr A.isUnit).choose, (exists_qr A.isUnit).choose_spec.choose_spec.unitary⟩

/-- A unitary matrix regarded as an invertible matrix. -/
def toGL (U : Matrix.unitaryGroup (Fin n) ℂ) : (Matrix (Fin n) (Fin n) ℂ)ˣ :=
  ⟨U.1, star U.1, Matrix.mem_unitaryGroup_iff.mp U.2, Matrix.mem_unitaryGroup_iff'.mp U.2⟩

/-- Rotating an invertible matrix from the left by a unitary `U` rotates its unitary QR factor
in the same way: `Q(U A) = U Q(A)`. -/
theorem qrUnitary_equivariant (U : Matrix.unitaryGroup (Fin n) ℂ)
    (A : (Matrix (Fin n) (Fin n) ℂ)ˣ) : qrUnitary (toGL U * A) = U * qrUnitary A := by
  have h := (exists_qr A.isUnit).choose_spec.choose_spec
  have h' := (exists_qr (toGL U * A).isUnit).choose_spec.choose_spec
  -- `(U Q) R` is a phase-fixed factorisation of `U A`
  have hU : IsPhaseFixedQR ((toGL U * A : (Matrix (Fin n) (Fin n) ℂ)ˣ) :
      Matrix (Fin n) (Fin n) ℂ) (U.1 * (exists_qr A.isUnit).choose)
      (exists_qr A.isUnit).choose_spec.choose :=
    ⟨mul_mem U.2 h.unitary, h.upper, h.diag_pos, by
      rw [mul_assoc, ← h.factor]; rfl⟩
  exact Subtype.ext (h'.unique hU).1

/-- If the law `μ` of a random invertible matrix is invariant under left rotation by unitaries,
then `U Q(A)` and `Q(A)` fall in any given set of unitaries with equal probability. -/
theorem qrUnitary_law_invariant [MeasurableSpace (Matrix (Fin n) (Fin n) ℂ)ˣ]
    (μ : Measure (Matrix (Fin n) (Fin n) ℂ)ˣ)
    (hμ : ∀ (U : Matrix.unitaryGroup (Fin n) ℂ) (T : Set (Matrix (Fin n) (Fin n) ℂ)ˣ),
      μ {A | toGL U * A ∈ T} = μ T)
    (U : Matrix.unitaryGroup (Fin n) ℂ) (S : Set (Matrix.unitaryGroup (Fin n) ℂ)) :
    μ {A | U * qrUnitary A ∈ S} = μ {A | qrUnitary A ∈ S} := by
  rw [← hμ U {A | qrUnitary A ∈ S}]
  congr 1
  ext A
  rw [Set.mem_ofPred_eq, Set.mem_ofPred_eq, Set.mem_ofPred_eq, qrUnitary_equivariant]

end PhaseCorrectedQR
```

```lean
#print axioms PhaseCorrectedQR.existsUnique_qr
#print axioms PhaseCorrectedQR.qrUnitary_equivariant
#print axioms PhaseCorrectedQR.qrUnitary_law_invariant
```

```
'PhaseCorrectedQR.existsUnique_qr' depends on axioms: [propext, Classical.choice, Quot.sound]
'PhaseCorrectedQR.qrUnitary_equivariant' depends on axioms: [propext, Classical.choice, Quot.sound]
'PhaseCorrectedQR.qrUnitary_law_invariant' depends on axioms: [propext, Classical.choice, Quot.sound]
```

### What the theorems say about matrices and ensembles

`Matrix (Fin n) (Fin n) ℂ` is the type of complex $n\times n$ matrices, for any finite $n$. In the transport setting, $n$ is the total number of channels in all leads, counted for one spin direction if spin is conserved. `IsPhaseFixedQR A Q R` records four facts: $Q$ is unitary, $R_{ij}=0$ whenever $j<i$, every $R_{ii}$ is a positive real number, and $A=QR$.

`existsUnique_qr` says that for invertible $A$, expressed by `IsUnit A`, exactly one pair $(Q,R)$ meets this description. `qr_phase_freedom` treats factorisations without a phase convention. It assumes nonzero diagonals in both triangular factors, and concludes that the unitary factors differ by one unimodular number per column.

`qrUnitary` is the map $A\mapsto Q(A)$. Its domain is the group of invertible matrices, written with the superscript `ˣ`, and its values lie in the unitary group. `toGL` regards a unitary matrix as an invertible one, so that $UA$ can be formed in that domain. `qrUnitary_equivariant` is then the identity $Q(UA)=U\,Q(A)$.

In `qrUnitary_law_invariant`, the ensemble is a measure `μ` on invertible matrices. The hypothesis `hμ` says that the ensemble prefers no orthonormal basis for the row index of $A$, which becomes the outgoing index when $Q(A)$ is used as a scattering matrix from incoming to outgoing amplitudes. It is imposed on all sets `T`, measurable or not. For a Borel measure this asks no more than invariance on Borel sets, because left multiplication by $U$ is a homeomorphism and so maps measurable covers of a set to measurable covers of its image. The conclusion is that $U\,Q(A)$ and $Q(A)$ give every set `S` of unitaries the same measure.

The step from here to the Haar law of $Q(A)$ for a Gaussian matrix $A$ uses four facts that the file does not contain: the Gaussian density depends only on $\mathrm{tr}\,A^\dagger A$ and left multiplication by a unitary preserves volume, so the Gaussian law is left invariant, singular matrices have probability zero, the map $A\mapsto Q(A)$ is continuous on invertible matrices (by the Gram–Schmidt formulas), so that the law of $Q(A)$ is a Borel probability measure, and a left-invariant Borel probability measure on the compact group $U(n)$ is the Haar measure. Rounding errors and the quality of the random numbers are separate matters, since the theorems concern exact matrices.

For simulation practice, the result supports the sampling of scattering matrices from the circular unitary ensemble, in a model of non-interacting electrons in a chaotic cavity with finitely many channels, ideal contacts and broken time-reversal symmetry.

### How the proof follows the derivation

`exists_orthonormal_frame` is the Gram–Schmidt step. Mathlib's `gramSchmidt` returns the unnormalised vectors $v_i$, and the proof divides them by their lengths. The intermediate fact `hd` is $\langle v_i,a_i\rangle=\|v_i\|^2$. It comes from taking the inner product of $v_i$ with the expansion of $a_i$, where orthogonality removes every term of the sum. The zeros below the diagonal come from `gramSchmidt_inv_triangular`.

`exists_qr` first proves that the columns are independent, using a left inverse of $A$. It then builds $Q$ from the frame and takes `star Q * A` as $R$. The helper `hM` identifies the entries of $Q^\dagger M$ with inner products, so the three properties of the frame become unitarity, triangularity and positivity.

`upper_of_mul` is the column-by-column argument, carried out by induction on `j`. `Finset.sum_eq_single j` isolates the term $D_{ij}R_{jj}$, and the case split on `k` below or above `j` disposes of the two remaining sums.

`qr_phase_freedom` applies that lemma twice: `h1` is $DR=R'$ and `h2` is $D^\dagger R'=R$. The resulting facts `low` and `up` remove the entries of $D$ below and above the diagonal. The diagonal entries of $D^\dagger D=1$ then give $|d_i|=1$.

`IsPhaseFixedQR.unique` takes norms in $R'_{ii}=d_iR_{ii}$, finds the two positive numbers equal, and cancels them to get $d_i=1$. `existsUnique_qr` combines this with existence.

`qrUnitary` picks a factorisation by choice, and uniqueness ensures that the choice has no effect. In `qrUnitary_equivariant`, the fact `hU` states that $(UQ)R$ is a phase-fixed factorisation of $UA$, and `unique` compares it with the chosen one. The last theorem applies `hμ` to the set $T$ above and then uses equivariance to show that the two events are the same set.
